# The range of the Mulliken population of one basis function in a normalised orbital

Let an orbital $\psi=\sum_j c_j\varphi_j$ be expanded in finitely many basis functions with overlap matrix $S_{ij}=\langle\varphi_i|\varphi_j\rangle$. Inner products are conjugate-linear in the first argument, and normalisation of $\psi$ reads $c^\dagger S c=1$. The Mulliken population of function $i$ in this orbital is

$$q_i=\mathrm{Re}\,\bigl(\overline{c_i}\,(Sc)_i\bigr).$$

This is the gross population for one electron in $\psi$: the overlap terms are already included. The basis functions need not be normalised. Write $e_i$ for the $i$-th unit vector and set

$$A=(S^{-1})_{ii},\qquad k=\sqrt{S_{ii}\,(S^{-1})_{ii}} .$$

The populations of a normalised orbital add up to one, because $\sum_i\overline{c_i}(Sc)_i=c^\dagger Sc$. A single $q_i$ can nevertheless be negative or exceed one, and the problem is to find how far it can go.

**Claim.** If $S$ is positive definite, every normalised $c$ satisfies $\frac{1-k}{2}\le q_i\le\frac{1+k}{2}$. The upper end is attained, and the lower end is attained when $k>1$. A negative $q_i$ occurs for some normalised orbital exactly when $k>1$.

## A trial vector that gives both bounds

Let $s$ be either real root of $s^2=S_{ii}A$, so $s=\pm k$, and take

$$w=s\,S^{-1}e_i+A\,e_i .$$

Then $Sw=s\,e_i+A\,Se_i$. Since $S$ is Hermitian, for any $c$

$$c^\dagger S w=s\,\overline{c_i}+A\,\overline{(Sc)_i}.$$

The components at $i$ are $w_i=A(s+1)$ and $(Sw)_i=s+AS_{ii}=s(s+1)$. Putting $c=w$ in the overlap formula gives $w^\dagger Sw=2As(s+1)$.

Now let $c$ be normalised and put $g=c^\dagger Sw$. The part of $w$ orthogonal to $c$ has non-negative squared norm:

$$0\le (w-gc)^\dagger S(w-gc)=w^\dagger Sw-|g|^2 .$$

On the other side,

$$|g|^2=|s c_i+A(Sc)_i|^2=|s c_i-A(Sc)_i|^2+4sA\,q_i\ge 4sA\,q_i .$$

Together these give $4sAq_i\le 2As(s+1)$. Dividing by $2A>0$,

$$s\,\bigl(2q_i-(s+1)\bigr)\le 0 .$$

With $s=k$ this is the upper bound. With $s=-k$ the sign reverses and it is the lower bound.

If $s(s+1)>0$, then $w$ can be normalised, and its population is

$$\frac{w_i\,(Sw)_i}{w^\dagger Sw}=\frac{A(s+1)\,s(s+1)}{2As(s+1)}=\frac{1+s}{2}.$$

The condition always holds for $s=k$. For $s=-k$ it reads $k(k-1)>0$, that is, $k>1$. In that case the lower end is negative and attained; if $k\le1$, the lower bound excludes negative values. In fact $k<1$ never occurs, because for $s=-k$ the squared norm $w^\dagger Sw=2Ak(k-1)$ can't be negative. If $k=1$, this norm vanishes, so $w=0$ and $Se_i=e_i/A$: function $i$ is orthogonal to all the others. Conversely, such a function has $A=1/S_{ii}$ and $k=1$.

## Two functions with overlap 0.6

Label two normalised functions 0 and 1, with overlap $0.6$. The eigenvalues of $S$ are $1.6$ and $0.4$, so $S$ is positive definite. Here $(S^{-1})_{00}=1/(1-0.36)=1.5625$ and $k=1.25$, so the smallest and largest populations of function 0 are $-0.125$ and $1.125$.

For $s=k$ the trial vector is proportional to $(3,-1)$. Its squared norm is $9+1-3.6=6.4$, so the normalised orbital is $c=(3,-1)/\sqrt{6.4}\approx(1.186,-0.395)$. Since $S(3,-1)^T=(2.4,0.8)^T$, the populations are

$$q_0=\frac{3\cdot2.4}{6.4}=1.125,\qquad q_1=\frac{-1\cdot0.8}{6.4}=-0.125 .$$

They add up to one. The orbital is an out-of-phase combination of the two functions.

## Overlap, population and trial orbital in Lean

The finite type `n` labels the basis functions, and a coefficient vector is a function `n → ℂ`.

```lean
import Mathlib

open Matrix
open scoped ComplexOrder

namespace MullikenRange

noncomputable section

variable {n : Type*} [Fintype n] [DecidableEq n]
```

The overlap form is $x^\dagger Sy$, with `star` for complex conjugation and `*ᵥ` for matrix times vector.

```lean
/-- The overlap `x^H S y` of two orbitals with coefficient vectors `x` and `y`. -/
def overlap (S : Matrix n n ℂ) (x y : n → ℂ) : ℂ := star x ⬝ᵥ (S *ᵥ y)
```

The population is real-valued by definition. For complex coefficients the product $\overline{c_i}(Sc)_i$ can have an imaginary part, which the definition discards.

```lean
/-- The Mulliken population `Re (conj c_i (S c)_i)` of basis function `i` in the orbital `c`. -/
def population (S : Matrix n n ℂ) (c : n → ℂ) (i : n) : ℝ :=
  (star (c i) * (S *ᵥ c) i).re
```

The number $k$ is called `kappa`. The diagonal entries of $S$ and $S^{-1}$ are real for Hermitian $S$, so taking real parts loses nothing.

```lean
/-- The number `k = sqrt (S_ii (S⁻¹)_ii)` of basis function `i`, for a positive definite
overlap matrix `S`. -/
def kappa (S : Matrix n n ℂ) (i : n) : ℝ := √((S i i).re * (S⁻¹ i i).re)
```

In the trial orbital, `Pi.single i 1` is $e_i$.

```lean
/-- The trial orbital `s S⁻¹ e_i + (S⁻¹)_ii e_i`, for an invertible overlap matrix `S`. -/
def trial (S : Matrix n n ℂ) (i : n) (s : ℝ) : n → ℂ :=
  (s : ℂ) • (S⁻¹ *ᵥ (Pi.single i 1 : n → ℂ)) +
    ((S⁻¹ i i).re : ℂ) • (Pi.single i 1 : n → ℂ)
```

The sum rule needs only the normalisation `overlap S c c = 1`; no property of $S$ enters.

```lean
omit [DecidableEq n] in
/-- The Mulliken populations of a normalised orbital add up to one. -/
theorem sum_population (S : Matrix n n ℂ) (c : n → ℂ) (hc : overlap S c c = 1) :
    ∑ i, population S c i = 1 := by
  have h : ∑ i, population S c i = (overlap S c c).re := by
    simp only [population, overlap, dotProduct, Pi.star_apply, Complex.re_sum]
  rw [h, hc, Complex.one_re]
```

## Projection onto a normalised orbital

The hypothesis `S.PosDef` says that $S$ is Hermitian and that $x^\dagger Sx>0$ for every nonzero $x$. For an overlap matrix it stands for linear independence of the basis functions.

The next theorem is the projection inequality. Its step `hconj` is $w^\dagger Sc=\overline{c^\dagger Sw}$, `expand` multiplies out the squared norm of $w-gc$, and `key` inserts $g=c^\dagger Sw$.

```lean
omit [DecidableEq n] in
/-- Cauchy-Schwarz inequality in the overlap metric: for positive definite `S` and normalised
`c`, the squared modulus of `c^H S w` is at most `w^H S w`. -/
theorem normSq_overlap_le {S : Matrix n n ℂ} (hS : S.PosDef) {c : n → ℂ}
    (hc : overlap S c c = 1) (w : n → ℂ) :
    Complex.normSq (overlap S c w) ≤ (overlap S w w).re := by
  have hconj : overlap S w c = star (overlap S c w) := by
    simp only [overlap, dotProduct, Matrix.mulVec, star_sum, star_mul', Pi.star_apply,
      star_star, Finset.mul_sum]
    rw [Finset.sum_comm]
    refine Finset.sum_congr rfl fun j _ => Finset.sum_congr rfl fun i _ => ?_
    rw [← hS.isHermitian.apply i j]
    ring
  have expand : ∀ g : ℂ, overlap S (w - g • c) (w - g • c) =
      overlap S w w - g * overlap S w c - star g * overlap S c w
        + star g * g * overlap S c c := by
    intro g
    simp only [overlap, star_sub, star_smul, Matrix.mulVec_sub, Matrix.mulVec_smul,
      sub_dotProduct, dotProduct_sub, smul_dotProduct, dotProduct_smul, smul_eq_mul]
    ring
  -- the part of `w` orthogonal to `c` has non-negative norm
  have key : overlap S (w - overlap S c w • c) (w - overlap S c w • c) =
      overlap S w w - (Complex.normSq (overlap S c w) : ℂ) := by
    rw [expand, hconj, hc, Complex.normSq_eq_conj_mul_self]
    simp only [Complex.star_def]
    ring
  have h : 0 ≤ overlap S (w - overlap S c w • c) (w - overlap S c w • c) :=
    hS.posSemidef.dotProduct_mulVec_nonneg _
  rw [key] at h
  have h' := (Complex.le_def.1 h).1
  simp only [Complex.zero_re, Complex.sub_re, Complex.ofReal_re] at h'
  linarith
```

## Components and norm of the trial orbital

Positive definiteness makes $S$ invertible, which gives $S(S^{-1}e_i)=e_i$.

```lean
lemma mulVec_inv_single {S : Matrix n n ℂ} (hS : S.PosDef) (i : n) :
    S *ᵥ (S⁻¹ *ᵥ (Pi.single i 1 : n → ℂ)) = Pi.single i 1 := by
  rw [Matrix.mulVec_mulVec,
    Matrix.mul_nonsing_inv _ ((Matrix.isUnit_iff_isUnit_det _).1 hS.isUnit), Matrix.one_mulVec]
```

The formula for $c^\dagger Sw$ follows, with `h2` using the Hermitian symmetry to turn $c^\dagger Se_i$ into $\overline{(Sc)_i}$.

```lean
/-- For positive definite `S`, the overlap of any orbital `c` with the trial orbital involves
only `c_i` and `(S c)_i`. -/
theorem overlap_trial {S : Matrix n n ℂ} (hS : S.PosDef) (i : n) (s : ℝ) (c : n → ℂ) :
    overlap S c (trial S i s) =
      s * star (c i) + ((S⁻¹ i i).re : ℂ) * star ((S *ᵥ c) i) := by
  have hcol : ∀ j, (S *ᵥ (Pi.single i 1 : n → ℂ)) j = S j i := by
    intro j
    simp
  have h2 : star c ⬝ᵥ (S *ᵥ (Pi.single i 1 : n → ℂ)) = star ((S *ᵥ c) i) := by
    rw [show (S *ᵥ c) i = ∑ j, S i j * c j from rfl, star_sum]
    simp only [dotProduct, hcol, Pi.star_apply, star_mul']
    refine Finset.sum_congr rfl fun j _ => ?_
    rw [hS.isHermitian.apply j i]
    ring
  rw [overlap, trial, Matrix.mulVec_add, Matrix.mulVec_smul, Matrix.mulVec_smul,
    mulVec_inv_single hS, dotProduct_add, dotProduct_smul, dotProduct_smul, h2]
  simp
```

The three values $w_i$, $(Sw)_i$ and $w^\dagger Sw$ are obtained for any real `s` with $s^2=S_{ii}A$, so both signs are treated at once. As in the derivation, the norm comes from the overlap formula applied to $w$ itself.

```lean
/-- For positive definite `S` and `s² = S_ii (S⁻¹)_ii`, the trial orbital `w` has
`w_i = (S⁻¹)_ii (s + 1)`, `(S w)_i = s (s + 1)` and `w^H S w = 2 (S⁻¹)_ii s (s + 1)`. -/
theorem trial_values {S : Matrix n n ℂ} (hS : S.PosDef) (i : n) {s : ℝ}
    (hs : s ^ 2 = (S i i).re * (S⁻¹ i i).re) :
    trial S i s i = (((S⁻¹ i i).re * (s + 1) : ℝ) : ℂ) ∧
    (S *ᵥ trial S i s) i = ((s * (s + 1) : ℝ) : ℂ) ∧
    overlap S (trial S i s) (trial S i s) =
      ((2 * (S⁻¹ i i).re * s * (s + 1) : ℝ) : ℂ) := by
  have hA : ((S⁻¹ i i).re : ℂ) = S⁻¹ i i :=
    Complex.conj_eq_iff_re.1 (hS.inv.isHermitian.apply i i)
  have hB : ((S i i).re : ℂ) = S i i :=
    Complex.conj_eq_iff_re.1 (hS.isHermitian.apply i i)
  have hsC : (s : ℂ) ^ 2 = ((S i i).re : ℂ) * ((S⁻¹ i i).re : ℂ) := by exact_mod_cast hs
  have e1 : (S⁻¹ *ᵥ (Pi.single i 1 : n → ℂ)) i = S⁻¹ i i := by simp
  have e2 : (S *ᵥ (Pi.single i 1 : n → ℂ)) i = S i i := by simp
  have h1 : trial S i s i = (((S⁻¹ i i).re * (s + 1) : ℝ) : ℂ) := by
    simp only [trial, Pi.add_apply, Pi.smul_apply, e1, Pi.single_eq_same, smul_eq_mul]
    push_cast
    linear_combination -(s : ℂ) * hA
  have h2 : (S *ᵥ trial S i s) i = ((s * (s + 1) : ℝ) : ℂ) := by
    simp only [trial, Matrix.mulVec_add, Matrix.mulVec_smul, mulVec_inv_single hS,
      Pi.add_apply, Pi.smul_apply, e2, Pi.single_eq_same, smul_eq_mul]
    push_cast
    linear_combination -hsC - ((S⁻¹ i i).re : ℂ) * hB
  refine ⟨h1, h2, ?_⟩
  rw [overlap_trial hS, h1, h2]
  simp only [Complex.star_def, Complex.conj_ofReal]
  push_cast
  ring
```

## From one inequality to the two ends

In the next lemma, `aux` is the estimate $4sA\,q_i\le|g|^2$, proved from the squares of the real and imaginary parts of $s c_i-A(Sc)_i$. The projection inequality supplies the other half, and $A>0$ permits the division.

```lean
lemma population_ineq {S : Matrix n n ℂ} (hS : S.PosDef) (i : n) {s : ℝ}
    (hs : s ^ 2 = (S i i).re * (S⁻¹ i i).re) {c : n → ℂ} (hc : overlap S c c = 1) :
    s * (2 * population S c i - (s + 1)) ≤ 0 := by
  have hA : 0 < (S⁻¹ i i).re := (Complex.lt_def.1 (hS.inv.diag_pos (i := i))).1
  have aux : ∀ (a : ℝ) (x y : ℂ),
      4 * s * a * (star x * y).re ≤ Complex.normSq (s * star x + a * star y) := by
    intro a x y
    simp only [Complex.star_def, Complex.normSq_apply, Complex.add_re, Complex.add_im,
      Complex.mul_re, Complex.mul_im, Complex.conj_re, Complex.conj_im,
      Complex.ofReal_re, Complex.ofReal_im]
    nlinarith [sq_nonneg (s * x.re - a * y.re), sq_nonneg (s * x.im - a * y.im)]
  have h := normSq_overlap_le hS hc (trial S i s)
  rw [(trial_values hS i hs).2.2, overlap_trial hS, Complex.ofReal_re] at h
  have h3 : 4 * s * (S⁻¹ i i).re * population S c i ≤ 2 * (S⁻¹ i i).re * s * (s + 1) :=
    (aux _ _ _).trans h
  by_contra hneg
  have h4 := mul_pos hA (not_le.1 hneg)
  nlinarith
```

For attainment, a real factor `r` with $r^2\,w^\dagger Sw=1$ normalises the trial orbital. The last line is the cancellation that leaves $(1+s)/2$.

```lean
lemma exists_population {S : Matrix n n ℂ} (hS : S.PosDef) (i : n) {s : ℝ}
    (hs : s ^ 2 = (S i i).re * (S⁻¹ i i).re) (hpos : 0 < s * (s + 1)) :
    ∃ c, overlap S c c = 1 ∧ population S c i = (1 + s) / 2 := by
  have hA : 0 < (S⁻¹ i i).re := (Complex.lt_def.1 (hS.inv.diag_pos (i := i))).1
  obtain ⟨h1, h2, h3⟩ := trial_values hS i hs
  have hN : 0 < 2 * (S⁻¹ i i).re * s * (s + 1) := by nlinarith [mul_pos hA hpos]
  -- normalise the trial orbital
  obtain ⟨r, hr⟩ : ∃ r : ℝ, r ^ 2 * (2 * (S⁻¹ i i).re * s * (s + 1)) = 1 :=
    ⟨(√(2 * (S⁻¹ i i).re * s * (s + 1)))⁻¹, by
      rw [inv_pow, Real.sq_sqrt hN.le, inv_mul_cancel₀ hN.ne']⟩
  refine ⟨(r : ℂ) • trial S i s, ?_, ?_⟩
  · have h : overlap S ((r : ℂ) • trial S i s) ((r : ℂ) • trial S i s) =
        (r : ℂ) ^ 2 * overlap S (trial S i s) (trial S i s) := by
      simp only [overlap, star_smul, Matrix.mulVec_smul, smul_dotProduct, dotProduct_smul,
        smul_eq_mul, Complex.star_def, Complex.conj_ofReal]
      ring
    rw [h, h3]
    exact_mod_cast hr
  · have h : star (((r : ℂ) • trial S i s) i) * (S *ᵥ ((r : ℂ) • trial S i s)) i =
        ((r ^ 2 * ((S⁻¹ i i).re * (s + 1)) * (s * (s + 1)) : ℝ) : ℂ) := by
      simp only [Matrix.mulVec_smul, Pi.smul_apply, h1, h2, smul_eq_mul, star_mul',
        Complex.star_def, Complex.conj_ofReal]
      push_cast
      ring
    rw [population, h, Complex.ofReal_re]
    linear_combination (s + 1) / 2 * hr
```

The number $k$ is positive and its square is $S_{ii}A$, so both $k$ and $-k$ are admissible values of `s`.

```lean
lemma kappa_spec {S : Matrix n n ℂ} (hS : S.PosDef) (i : n) :
    0 < kappa S i ∧ kappa S i ^ 2 = (S i i).re * (S⁻¹ i i).re := by
  have hA : 0 < (S⁻¹ i i).re := (Complex.lt_def.1 (hS.inv.diag_pos (i := i))).1
  have hB : 0 < (S i i).re := (Complex.lt_def.1 (hS.diag_pos (i := i))).1
  exact ⟨Real.sqrt_pos.2 (mul_pos hB hA), Real.sq_sqrt (mul_pos hB hA).le⟩
```

The main theorem states the bounds for every normalised `c`, as membership in the closed interval `Set.Icc`, and the existence of a normalised orbital at the upper end. The proof applies the inequality once with $k$ and once with $-k$.

```lean
/-- For a positive definite overlap matrix, the Mulliken population of basis function `i` in any
normalised orbital lies between `(1 - k)/2` and `(1 + k)/2`, and some normalised orbital attains
the upper end. -/
theorem population_range {S : Matrix n n ℂ} (hS : S.PosDef) (i : n) :
    (∀ c, overlap S c c = 1 →
      population S c i ∈ Set.Icc ((1 - kappa S i) / 2) ((1 + kappa S i) / 2)) ∧
    ∃ c, overlap S c c = 1 ∧ population S c i = (1 + kappa S i) / 2 := by
  obtain ⟨hk, hk2⟩ := kappa_spec hS i
  refine ⟨fun c hc => ?_, exists_population hS i hk2 (by positivity)⟩
  -- the two signs of the root give the two bounds
  have hup := population_ineq hS i hk2 hc
  have hlow := population_ineq hS i (s := -kappa S i) (by rw [neg_sq, hk2]) hc
  constructor
  · by_contra h
    have h' := mul_pos hk (sub_pos.2 (not_le.1 h))
    nlinarith
  · by_contra h
    have h' := mul_pos hk (sub_pos.2 (not_le.1 h))
    nlinarith
```

For the lower end, the hypothesis `1 < kappa S i` makes the squared norm of the trial orbital positive. It can't be weakened to $k\ge1$: with a single basis function, $k=1$ and every normalised orbital has population one, so the lower end, zero, is not reached.

```lean
/-- For a positive definite overlap matrix with `k > 1`, some normalised orbital attains the
lower end `(1 - k)/2`. -/
theorem lower_end_attained {S : Matrix n n ℂ} (hS : S.PosDef) (i : n) (h : 1 < kappa S i) :
    ∃ c, overlap S c c = 1 ∧ population S c i = (1 - kappa S i) / 2 := by
  obtain ⟨hk, hk2⟩ := kappa_spec hS i
  obtain ⟨c, hc, hp⟩ := exists_population hS i (s := -kappa S i) (by rw [neg_sq, hk2])
    (by nlinarith [mul_pos hk (sub_pos.2 h)])
  exact ⟨c, hc, by rw [hp]; ring⟩
```

The criterion for negative populations combines the lower bound with its attainment.

```lean
/-- For a positive definite overlap matrix, some normalised orbital has a negative Mulliken
population on basis function `i` exactly when `k > 1`. -/
theorem negative_population_iff {S : Matrix n n ℂ} (hS : S.PosDef) (i : n) :
    (∃ c, overlap S c c = 1 ∧ population S c i < 0) ↔ 1 < kappa S i := by
  constructor
  · rintro ⟨c, hc, hneg⟩
    have h := ((population_range hS i).1 c hc).1
    linarith
  · intro h
    obtain ⟨c, hc, hp⟩ := lower_end_attained hS i h
    exact ⟨c, hc, by rw [hp]; linarith⟩
```

For two normalised functions the explicit inverse gives $k$ as the reciprocal of $\sqrt{1-s^2}$. In this theorem `s` is the overlap of the two functions and no longer the root $\pm k$, and index `0` is the first function.

```lean
/-- For two normalised basis functions with real overlap `s`, where `s² < 1`, the number `k` of
the first one satisfies `k sqrt (1 - s²) = 1`. -/
theorem kappa_two_orbitals (s : ℝ) (hs : s ^ 2 < 1) :
    kappa !![1, (s : ℂ); (s : ℂ), 1] 0 * √(1 - s ^ 2) = 1 := by
  have hpos : 0 < 1 - s ^ 2 := by linarith
  have h00 : (!![1, (s : ℂ); (s : ℂ), 1])⁻¹ 0 0 = (((1 - s ^ 2)⁻¹ : ℝ) : ℂ) := by
    simp [Matrix.inv_def, Matrix.det_fin_two, Matrix.adjugate_fin_two,
      Ring.inverse_eq_inv', pow_two]
  have e : kappa !![1, (s : ℂ); (s : ℂ), 1] 0 = √((1 - s ^ 2)⁻¹) := by
    rw [kappa, h00, Complex.ofReal_re]
    simp
  rw [e, ← Real.sqrt_mul (inv_pos.2 hpos).le, inv_mul_cancel₀ hpos.ne', Real.sqrt_one]

end

end MullikenRange
```

```lean
#print axioms MullikenRange.sum_population
-- 'MullikenRange.sum_population' depends on axioms: [propext, Classical.choice, Quot.sound]
#print axioms MullikenRange.population_range
-- 'MullikenRange.population_range' depends on axioms: [propext, Classical.choice, Quot.sound]
#print axioms MullikenRange.negative_population_iff
-- 'MullikenRange.negative_population_iff' depends on axioms: [propext, Classical.choice, Quot.sound]
#print axioms MullikenRange.kappa_two_orbitals
-- 'MullikenRange.kappa_two_orbitals' depends on axioms: [propext, Classical.choice, Quot.sound]
```

## What a negative population indicates

In electronic-structure output, a negative gross population of a basis function in a single orbital can occur with a perfectly valid overlap matrix, and $k$ limits its size per electron in that orbital. If the output is multiplied by the occupation of the orbital, the limits are multiplied by it too. As the two-function formula shows, the limits widen without bound as the overlap approaches one in modulus.

The theorems concern one function in one orbital. Populations summed over the functions of an atom, or over several occupied orbitals, are not treated here.

## Basis functions as vectors in a Hilbert space

The matrix $S$ is given here as data. That it consists of the overlap integrals of actual, linearly independent functions is the step from the model to a molecule.

A different model would start from linearly independent vectors $\varphi_i$ in a complex inner product space and define $S$ as their Gram matrix. Positive definiteness would then be derived, and the population would read $\mathrm{Re}(\overline{c_i}\langle\varphi_i|\psi\rangle)$. The vector with coefficients $S^{-1}e_i$ would be the dual basis vector of $\varphi_i$, so the trial orbital would combine a basis function with its dual. The bounds would be the same.
